# Abelian statistics of two or more identical anyons in the plane are fixed by one exchange phase, which may be any point of the unit circle

The declaration `anyon_statistics` concerns the braid group on `m + 2` strands, a finite number and at least two, defined by Artin's generators and relations. It states that any homomorphism from this group to the unit circle gives every elementary exchange of neighbouring strands the same phase, and that sending the homomorphism to this phase is a bijection onto the circle. This is the braid group of identical point particles that move in the plane without meeting. In physical terms, their abelian exchange statistics are labelled by one phase, with no restriction to the bosonic value 1 or the fermionic value −1. The attempt gets the common phase from the braid relation, and injectivity from the fact that the exchanges generate the group. For surjectivity it takes a phase `θ` and uses the homomorphism that assigns `θ` to every exchange.

An attempt in Lean 4 with a fault in it:

```lean
import Mathlib

open Equiv

namespace AnyonBraidStatistics

noncomputable section

/-- Artin's relations for `m + 2` strands: neighbouring exchanges satisfy the braid relation,
and exchanges of disjoint pairs of strands commute. -/
def artinRelations (m : ℕ) : Set (FreeGroup (Fin (m + 1))) :=
  {r | (∃ i j : Fin (m + 1), i.val + 1 = j.val ∧
          r = (FreeGroup.of i * FreeGroup.of j * FreeGroup.of i) *
            (FreeGroup.of j * FreeGroup.of i * FreeGroup.of j)⁻¹) ∨
       (∃ i j : Fin (m + 1), i.val + 1 < j.val ∧
          r = (FreeGroup.of i * FreeGroup.of j) * (FreeGroup.of j * FreeGroup.of i)⁻¹)}

/-- The braid group on `m + 2` strands in Artin's presentation. -/
abbrev BraidGroup (m : ℕ) := PresentedGroup (artinRelations m)

/-- The elementary exchange of the neighbouring strands `i` and `i + 1`. -/
def exchange {m : ℕ} (i : Fin (m + 1)) : BraidGroup m := PresentedGroup.of i

/-- An assignment of group elements to the elementary exchanges that respects Artin's relations
extends to a homomorphism on all braids. -/
def braidLift {m : ℕ} {G : Type*} [Group G] (f : Fin (m + 1) → G)
    (near : ∀ i j, i.val + 1 = j.val → f i * f j * f i = f j * f i * f j)
    (far : ∀ i j, i.val + 1 < j.val → f i * f j = f j * f i) : BraidGroup m →* G :=
  PresentedGroup.toGroup (f := f) (by
    rintro r (⟨i, j, h, rfl⟩ | ⟨i, j, h, rfl⟩)
    · rw [map_mul, map_inv, mul_inv_eq_one]
      simpa using near i j h
    · rw [map_mul, map_inv, mul_inv_eq_one]
      simpa using far i j h)

/-- The extended homomorphism takes the assigned value on each elementary exchange. -/
theorem braidLift_exchange {m : ℕ} {G : Type*} [Group G] (f : Fin (m + 1) → G)
    (near : ∀ i j, i.val + 1 = j.val → f i * f j * f i = f j * f i * f j)
    (far : ∀ i j, i.val + 1 < j.val → f i * f j = f j * f i) (i : Fin (m + 1)) :
    braidLift f near far (exchange i) = f i := by
  unfold braidLift exchange
  rw [PresentedGroup.toGroup.of]

/-- The homomorphism to a commutative group that gives every elementary exchange the same
value `a`. -/
def uniformCharacter (m : ℕ) {A : Type*} [CommGroup A] (a : A) : BraidGroup m →* A :=
  braidLift (fun _ => a) (fun _ _ _ => rfl) (fun _ _ _ => rfl)

/-- Neighbouring exchanges satisfy the braid relation. -/
theorem braid_relation {m : ℕ} (i j : Fin (m + 1)) (h : i.val + 1 = j.val) :
    exchange i * exchange j * exchange i = exchange j * exchange i * exchange j := by
  have key := PresentedGroup.mk_eq_mk_of_mul_inv_mem (rels := artinRelations m)
    (x := FreeGroup.of i * FreeGroup.of j * FreeGroup.of i)
    (y := FreeGroup.of j * FreeGroup.of i * FreeGroup.of j) (Or.inl ⟨i, j, h, rfl⟩)
  exact key

/-- In any commutative group of phases, all elementary exchanges receive one common value. -/
theorem common_phase {m : ℕ} {A : Type*} [CommGroup A] (χ : BraidGroup m →* A)
    (i : Fin (m + 1)) : χ (exchange i) = χ (exchange 0) := by
  -- the braid relation, read in a commutative group, equates neighbouring phases
  have step : ∀ i j : Fin (m + 1), i.val + 1 = j.val →
      χ (exchange i) = χ (exchange j) := by
    intro i j h
    have e := congrArg χ (braid_relation i j h)
    simp only [map_mul] at e
    rw [mul_comm (χ (exchange j)) (χ (exchange i))] at e
    exact mul_left_cancel e
  induction i using Fin.induction with
  | zero => rfl
  | succ i ih => exact (step i.castSucc i.succ rfl).symm.trans ih

/-- **Abelian anyon statistics.** For `m + 2` strands, every homomorphism from the braid group to
the unit circle gives all elementary exchanges the same phase, and sending a homomorphism to this
phase is a bijection onto the circle. -/
theorem anyon_statistics (m : ℕ) :
    (∀ (χ : BraidGroup m →* Circle) (i : Fin (m + 1)), χ (exchange i) = χ (exchange 0)) ∧
    Function.Bijective (fun χ : BraidGroup m →* Circle => χ (exchange 0)) := by
  refine ⟨fun χ i => common_phase χ i, ?_, ?_⟩
  · -- a character is determined by its values on the generators
    intro χ ψ h
    have h0 : χ (exchange 0) = ψ (exchange 0) := h
    exact PresentedGroup.ext fun i =>
      (common_phase χ i).trans (h0.trans (common_phase ψ i).symm)
  · -- every phase is realised by a uniform assignment
    intro θ
    exact ⟨uniformCharacter m θ, PresentedGroup.toGroup.of _⟩

end

end AnyonBraidStatistics
```

The compiler's answer:

```
Main.lean:86:59: error: don't know how to synthesize placeholder for argument `h`
context:
m : ℕ
θ : Circle
⊢ ∀ r ∈ artinRelations m, (FreeGroup.lift fun x => θ) r = 1
```

What went wrong. The error is in the surjectivity part, where `PresentedGroup.toGroup.of _` should show that the uniform homomorphism takes the value `θ` on `exchange 0`. The underscore stands for the argument `h`, a proof that the assignment sends each of Artin's relations to 1. The message shows that Lean had worked out the assignment, `fun x => θ`, but not this proof. Lean treats any two proofs of the same proposition as equal, so matching the equation can succeed without settling which proof `h` is, and an underscore does not ask Lean to search for one.

The repair uses the file's own lemma `braidLift_exchange`, which states the same evaluation rule for `braidLift`, the construction behind `uniformCharacter`. Its arguments are all given: the constant assignment, proofs of the two kinds of relation, and the index `0`. Both proofs are `rfl` because, with every exchange sent to `θ`, the two sides of each relation are the same product. No proof is then left for Lean to infer.

Fix (accepted with no message):

```diff
@@ -84,5 +84,6 @@
   · -- every phase is realised by a uniform assignment
     intro θ
-    exact ⟨uniformCharacter m θ, PresentedGroup.toGroup.of _⟩
+    exact ⟨uniformCharacter m θ,
+      braidLift_exchange (fun _ => θ) (fun _ _ _ => rfl) (fun _ _ _ => rfl) 0⟩
 
 end
```
